# A Gap Between the Fock Blocks Makes the First-Order Doubles Unique

Doubles amplitudes are taken here to be arbitrary real arrays $t_{abij}$, with virtual indices $a,b$ and occupied indices $i,j$ from finite orbital sets. No antisymmetry is imposed, so uniqueness holds among all real arrays. A fermionic source loses nothing by this: exchanging $a$ and $b$, or $i$ and $j$, commutes with the linear map below, so an antisymmetric right-hand side forces the single solution to be antisymmetric too.

Let $F^{vv}$ and $F^{oo}$ be the virtual and occupied blocks of a real symmetric Fock matrix in orthonormal orbitals, and define

$$(Lt)_{abij}=\sum_c F^{vv}_{ac}t_{cbij}+\sum_c F^{vv}_{bc}t_{acij}-\sum_k F^{oo}_{ik}t_{abkj}-\sum_k F^{oo}_{jk}t_{abik}.$$

Suppose that for some real $m$ both $F^{vv}-m$ and $m-F^{oo}$ are positive definite. Then $Lt=-w$ has exactly one solution for every real array $w$. In MP2, $w$ holds the two-electron integrals that couple the reference to the doubles.

The number $m$ is an energy inside the orbital gap: every eigenvalue of $F^{vv}$ lies above it and every eigenvalue of $F^{oo}$ below it. This gap is assumed, not derived from a self-consistent-field calculation.

## Positivity from an energy inside the gap

Replace $F^{vv}$ by $F^{vv}-m$ and $F^{oo}$ by $F^{oo}-m$. The two virtual terms change by $-2m\,t_{abij}$ and the two occupied terms by $+2m\,t_{abij}$, so $L$ is unchanged.

Write $A=F^{vv}-m$, $B=m-F^{oo}$ and $\langle s,t\rangle=\sum_{abij}s_{abij}t_{abij}$. With the shifted blocks,

$$\begin{aligned}\langle t,Lt\rangle={}&\sum_{bij}\sum_{ac}t_{abij}A_{ac}t_{cbij}+\sum_{aij}\sum_{bc}t_{abij}A_{bc}t_{acij}\\&+\sum_{abj}\sum_{ik}t_{abij}B_{ik}t_{abkj}+\sum_{abi}\sum_{jk}t_{abij}B_{jk}t_{abik}.\end{aligned}$$

Each inner double sum is a quadratic form $x^{T}Ax$ or $y^{T}By$, hence nonnegative. If $t\neq0$, some element $t_{abij}$ is nonzero. For those $a,b,i$ the vector $j\mapsto t_{abij}$ is nonzero, and its $B$ form in the last sum is strictly positive. Therefore $\langle t,Lt\rangle>0$.

If $Lt=0$, then $\langle t,Lt\rangle=0$, so $t=0$ and $L$ is injective. A linear map from a finite-dimensional space to itself that is injective is also surjective. So $Lt=-w$ has a solution, and only one.

For canonical orbitals the blocks are diagonal, with energies $\varepsilon_a$ and $\varepsilon_i$, and

$$(Lt)_{abij}=(\varepsilon_a+\varepsilon_b-\varepsilon_i-\varepsilon_j)\,t_{abij}.$$

If every virtual energy exceeds every occupied one, the factor $(\varepsilon_a-\varepsilon_i)+(\varepsilon_b-\varepsilon_j)$ is positive. Dividing by it gives

$$t_{abij}=-\frac{w_{abij}}{\varepsilon_a+\varepsilon_b-\varepsilon_i-\varepsilon_j}.$$

## Amplitudes, overlap and the Fock action in Lean

The finite types `v` and `o` label the virtual and occupied orbitals.

```lean
import Mathlib

open Matrix

namespace FirstOrderDoubles

variable {v o : Type*} [Fintype v] [Fintype o]
```

An element of `Doubles v o` is a function of four indices, written `t a b i j`.

```lean
/-- Real doubles amplitudes `t a b i j`, with virtual indices `a b` and occupied indices `i j`. -/
abbrev Doubles (v o : Type*) := v → v → o → o → ℝ
```

The contraction $\langle s,t\rangle$ is `overlap s t`.

```lean
/-- The full contraction of two doubles tensors over all four indices. -/
def overlap (s t : Doubles v o) : ℝ :=
  ∑ a, ∑ b, ∑ i, ∑ j, s a b i j * t a b i j
```

The map $L$ is `doublesMap Fvv Foo`. Its type `→ₗ[ℝ]` records linearity, which the last two fields prove. No occupied–virtual Fock block appears; for closed-shell or unrestricted Hartree–Fock orbitals that block vanishes.

```lean
/-- The linear map on doubles that adds the action of `Fvv` on each virtual index and subtracts the
action of `Foo` on each occupied index. -/
def doublesMap (Fvv : Matrix v v ℝ) (Foo : Matrix o o ℝ) : Doubles v o →ₗ[ℝ] Doubles v o where
  toFun t := fun a b i j =>
    ∑ c, Fvv a c * t c b i j + ∑ c, Fvv b c * t a c i j
      - ∑ k, Foo i k * t a b k j - ∑ k, Foo j k * t a b i k
  map_add' s t := by
    funext a b i j
    simp only [Pi.add_apply, mul_add, Finset.sum_add_distrib]
    ring
  map_smul' r t := by
    funext a b i j
    simp only [Pi.smul_apply, smul_eq_mul, RingHom.id_apply, mul_sub, mul_add,
      Finset.mul_sum, mul_left_comm]
```

## The level shift and the four quadratic forms

The cancellation of $m$ is an equality of linear maps, valid for every real `m` and all real blocks. The proof compares components: `simp` evaluates the sums over the identity matrix, and `ring` cancels the multiples of `m`.

```lean
/-- Shifting all occupied and virtual orbital energies by the same amount leaves the action on
doubles unchanged. -/
theorem doublesMap_shift [DecidableEq v] [DecidableEq o] (m : ℝ)
    (Fvv : Matrix v v ℝ) (Foo : Matrix o o ℝ) :
    doublesMap (Fvv - m • (1 : Matrix v v ℝ)) (Foo - m • (1 : Matrix o o ℝ))
      = doublesMap Fvv Foo := by
  refine LinearMap.ext fun t => ?_
  funext a b i j
  simp [doublesMap, Matrix.one_apply, sub_mul, Finset.sum_sub_distrib]
  ring
```

The next theorem splits $\langle s,Lt\rangle$ into four sums, one for each index. In `x ⬝ᵥ F *ᵥ y`, which is $x^TFy$, the vectors are slices of the tensors with three indices held fixed. The proof distributes the sums and then uses `Finset.sum_comm` to move the index touched by the Fock matrix innermost. The fourth term already has the right order.

```lean
/-- The overlap of `s` with `doublesMap Fvv Foo t` is a combination of four one-index contributions:
two virtual ones, added, and two occupied ones, subtracted. -/
theorem overlap_doublesMap (Fvv : Matrix v v ℝ) (Foo : Matrix o o ℝ) (s t : Doubles v o) :
    overlap s (doublesMap Fvv Foo t) =
      (∑ b, ∑ i, ∑ j, (fun a => s a b i j) ⬝ᵥ Fvv *ᵥ (fun a => t a b i j))
      + (∑ a, ∑ i, ∑ j, (fun b => s a b i j) ⬝ᵥ Fvv *ᵥ (fun b => t a b i j))
      - (∑ a, ∑ b, ∑ j, (fun i => s a b i j) ⬝ᵥ Foo *ᵥ (fun i => t a b i j))
      - (∑ a, ∑ b, ∑ i, s a b i ⬝ᵥ Foo *ᵥ t a b i) := by
  simp only [overlap, doublesMap, LinearMap.coe_mk, AddHom.coe_mk, mul_sub, mul_add,
    Finset.sum_add_distrib, Finset.sum_sub_distrib]
  -- in each term the index touched by the Fock matrix is moved to the innermost sum
  refine congrArg₂ (· - ·) (congrArg₂ (· - ·) (congrArg₂ (· + ·) ?_ ?_) ?_) ?_
  · refine Finset.sum_comm.trans (Finset.sum_congr rfl fun b _ => ?_)
    refine Finset.sum_comm.trans (Finset.sum_congr rfl fun i _ => ?_)
    refine Finset.sum_comm.trans ?_
    rfl
  · refine Finset.sum_congr rfl fun a _ => ?_
    refine Finset.sum_comm.trans (Finset.sum_congr rfl fun i _ => ?_)
    refine Finset.sum_comm.trans ?_
    rfl
  · refine Finset.sum_congr rfl fun a _ => Finset.sum_congr rfl fun b _ => ?_
    refine Finset.sum_comm.trans ?_
    rfl
  · rfl
```

## Strict positivity and the unique solution

For real matrices, `PosDef` includes symmetry, so `hv` and `ho` carry both the symmetry of the blocks and the gap.

In the proof, `hA` and `hB` say that the forms of $A$ and $B$ are nonnegative. Since the shifted map contains `Foo - m` and not $B$, `hneg` supplies the change of sign. The three uses of `Function.ne_iff` find $a,b,i$ for which the slice `t a b i` is nonzero, and `hpos` is the strict inequality there. Then `h1` to `h4` bound the four sums, and `linarith` adds them.

On antisymmetric amplitudes, $L$ is the doubles block of the Fock operator minus its expectation value in the reference determinant. The positivity below therefore concerns zeroth-order energies, measured from that of the reference, and not total energies.

```lean
section Gap

variable [DecidableEq v] [DecidableEq o] {Fvv : Matrix v v ℝ} {Foo : Matrix o o ℝ} {m : ℝ}

/-- If `Fvv - m` and `m - Foo` are positive definite, every nonzero doubles tensor `t` has a
positive overlap with `doublesMap Fvv Foo t`. -/
theorem overlap_pos (hv : (Fvv - m • (1 : Matrix v v ℝ)).PosDef)
    (ho : (m • (1 : Matrix o o ℝ) - Foo).PosDef) {t : Doubles v o} (ht : t ≠ 0) :
    0 < overlap t (doublesMap Fvv Foo t) := by
  have hA : ∀ x : v → ℝ, 0 ≤ x ⬝ᵥ (Fvv - m • (1 : Matrix v v ℝ)) *ᵥ x := fun x => by
    have h := hv.posSemidef.dotProduct_mulVec_nonneg x
    rwa [star_trivial] at h
  have hneg : ∀ x : o → ℝ, -(x ⬝ᵥ (Foo - m • (1 : Matrix o o ℝ)) *ᵥ x)
      = x ⬝ᵥ (m • (1 : Matrix o o ℝ) - Foo) *ᵥ x := fun x => by
    rw [← neg_sub (m • (1 : Matrix o o ℝ)) Foo, Matrix.neg_mulVec, dotProduct_neg, neg_neg]
  have hB : ∀ x : o → ℝ, 0 ≤ -(x ⬝ᵥ (Foo - m • (1 : Matrix o o ℝ)) *ᵥ x) := fun x => by
    have h := ho.posSemidef.dotProduct_mulVec_nonneg x
    rw [star_trivial] at h
    rwa [hneg]
  obtain ⟨a, ha⟩ := Function.ne_iff.mp ht
  obtain ⟨b, hb⟩ := Function.ne_iff.mp ha
  obtain ⟨i, hi⟩ := Function.ne_iff.mp hb
  have hpos : 0 < -(t a b i ⬝ᵥ (Foo - m • (1 : Matrix o o ℝ)) *ᵥ t a b i) := by
    have h := ho.dotProduct_mulVec_pos hi
    rw [star_trivial] at h
    rwa [hneg]
  -- the level shift makes all four contributions nonnegative, and the last one positive
  rw [← doublesMap_shift m Fvv Foo, overlap_doublesMap]
  have h1 := Finset.sum_nonneg fun b (_ : b ∈ Finset.univ) =>
    Finset.sum_nonneg fun i (_ : i ∈ Finset.univ) =>
      Finset.sum_nonneg fun j (_ : j ∈ Finset.univ) => hA (fun a => t a b i j)
  have h2 := Finset.sum_nonneg fun a (_ : a ∈ Finset.univ) =>
    Finset.sum_nonneg fun i (_ : i ∈ Finset.univ) =>
      Finset.sum_nonneg fun j (_ : j ∈ Finset.univ) => hA (fun b => t a b i j)
  have h3 := Finset.sum_nonneg fun a (_ : a ∈ Finset.univ) =>
    Finset.sum_nonneg fun b (_ : b ∈ Finset.univ) =>
      Finset.sum_nonneg fun j (_ : j ∈ Finset.univ) => hB (fun i => t a b i j)
  have h4 : 0 < ∑ a, ∑ b, ∑ i, -(t a b i ⬝ᵥ (Foo - m • (1 : Matrix o o ℝ)) *ᵥ t a b i) :=
    Finset.sum_pos' (fun _ _ => Finset.sum_nonneg fun _ _ => Finset.sum_nonneg fun _ _ => hB _)
      ⟨a, Finset.mem_univ a, Finset.sum_pos' (fun _ _ => Finset.sum_nonneg fun _ _ => hB _)
        ⟨b, Finset.mem_univ b, Finset.sum_pos' (fun _ _ => hB _)
          ⟨i, Finset.mem_univ i, hpos⟩⟩⟩
  simp only [Finset.sum_neg_distrib] at h3 h4
  linarith
```

The symbol `∃!` means that there is exactly one such `t`. Injectivity follows by contradiction from `overlap_pos`, and `LinearMap.injective_iff_surjective` is the finite-dimensional step.

```lean
/-- If `Fvv - m` and `m - Foo` are positive definite, the first-order doubles equation has
exactly one solution for every real tensor `w`. -/
theorem existsUnique_doubles (hv : (Fvv - m • (1 : Matrix v v ℝ)).PosDef)
    (ho : (m • (1 : Matrix o o ℝ) - Foo).PosDef) (w : Doubles v o) :
    ∃! t : Doubles v o, doublesMap Fvv Foo t = -w := by
  have hinj : Function.Injective (doublesMap Fvv Foo) := by
    refine (injective_iff_map_eq_zero _).2 fun t h => ?_
    by_contra hne
    have hp := overlap_pos hv ho hne
    rw [h] at hp
    simp [overlap] at hp
  -- in finite dimension an injective linear map is also surjective
  exact Function.Bijective.existsUnique
    ⟨hinj, LinearMap.injective_iff_surjective.mp hinj⟩ (-w)

end Gap
```

The canonical theorem assumes the ordering `gap` directly, without naming an `m`. It is an equivalence: an array solves the equation if and only if it is given by the quotient. Here `hL` is the diagonal form of $L$, and `hD` shows that the denominator is nonzero.

```lean
/-- For canonical orbitals with every virtual energy above every occupied energy, the doubles
equation is equivalent to the explicit formula with orbital-energy denominators. -/
theorem canonical_doubles [DecidableEq v] [DecidableEq o] (ev : v → ℝ) (eo : o → ℝ)
    (gap : ∀ a i, eo i < ev a) (w t : Doubles v o) :
    doublesMap (Matrix.diagonal ev) (Matrix.diagonal eo) t = -w ↔
      t = fun a b i j => -w a b i j / (ev a + ev b - eo i - eo j) := by
  have hL : ∀ a b i j, doublesMap (Matrix.diagonal ev) (Matrix.diagonal eo) t a b i j
      = (ev a + ev b - eo i - eo j) * t a b i j := fun a b i j => by
    simp [doublesMap, Matrix.diagonal_apply]
    ring
  have hD : ∀ a b i j, ev a + ev b - eo i - eo j ≠ 0 := fun a b i j => by
    have h1 := gap a i
    have h2 := gap b j
    exact ne_of_gt (by linarith)
  constructor
  · intro h
    funext a b i j
    have e := hL a b i j
    rw [h] at e
    simp only [Pi.neg_apply] at e
    rw [eq_div_iff (hD a b i j)]
    linarith
  · intro h
    funext a b i j
    rw [hL, h]
    simp only [Pi.neg_apply]
    rw [← mul_div_assoc, mul_div_cancel_left₀ _ (hD a b i j)]

end FirstOrderDoubles
```

```lean
#print axioms FirstOrderDoubles.existsUnique_doubles
-- 'FirstOrderDoubles.existsUnique_doubles' depends on axioms: [propext, Classical.choice, Quot.sound]
#print axioms FirstOrderDoubles.canonical_doubles
-- 'FirstOrderDoubles.canonical_doubles' depends on axioms: [propext, Classical.choice, Quot.sound]
```

## Solving for the doubles in MP2 and CC2

In a canonical MP2 program this step is one elementwise division of the integrals by orbital-energy differences. CC2 with closed-shell or unrestricted Hartree–Fock orbitals has a doubles equation of the same form once the singles are held fixed, with $w$ built from singles-dressed integrals. If the orbitals are also canonical, the doubles can be recomputed by division whenever they are needed, without being stored. The theorem covers this linear step for real amplitudes, not the coupled nonlinear equations for the singles.

With orthonormal localised orbitals the blocks are in general not diagonal, and the equation is usually solved iteratively. A simple scheme forms the residual $R=w+Lt$ and updates

$$t_{abij}\leftarrow t_{abij}-\frac{R_{abij}}{F^{vv}_{aa}+F^{vv}_{bb}-F^{oo}_{ii}-F^{oo}_{jj}}.$$

Under the gap condition these denominators are positive, and a vanishing residual identifies the one solution. Whether the iteration converges is a separate question.
